# A two-valued auxiliary field exactly separates the Majorana species in the repulsion of a t-V bond

I would like to treat the Majorana operators of a bond as elements of an arbitrary complex algebra, known only through their relations, and not as particular matrices on Fock space. Let \(a_1,a_2\) on one site and \(b_1,b_2\) on its neighbour square to one and pairwise anticommute. They define the fermion modes

\[
c=\tfrac12(a_1+ia_2),\quad c'=\tfrac12(a_1-ia_2),\quad d=\tfrac12(b_1+ib_2),\quad d'=\tfrac12(b_1-ib_2).
\]

In the t-V model, with hopping amplitude \(t\) and repulsion strength \(V\), the repulsion on the bond is \(VW\) with \(W=(c'c-\tfrac12)(d'd-\tfrac12)\), the densities being measured from half filling. The bond operator is \(K=i(c'd-d'c)\). The claim is that \(W=\tfrac14-\tfrac12K^2\), and that an auxiliary field coupled to \(K\) keeps the species \((a_1,b_1)\) and \((a_2,b_2)\) apart. Can this be made rigorous, with the exponentials included, and checked by machine?

## Two commuting involutions behind the bond

Yes. Put \(S=ia_1b_1\) and \(T=ia_2b_2\), one operator for each species. Anticommutation gives \(a_1b_1a_1b_1=-1\), so \(S^2=1\), and likewise \(T^2=1\). Moving \(b_1\) past \(a_2\) gives

\[
ST=-a_1b_1a_2b_2=a_1a_2b_1b_2,
\]

and the same reordering of \(TS\) gives the same result, so \(S\) and \(T\) commute.

Next expand the two hopping terms:

\[
\begin{aligned}
c'd&=\tfrac14(a_1b_1+ia_1b_2-ia_2b_1+a_2b_2),\\
d'c&=\tfrac14(-a_1b_1+ia_1b_2-ia_2b_1-a_2b_2).
\end{aligned}
\]

The mixed terms cancel in the difference, which leaves

\[
K=\tfrac i2(a_1b_1+a_2b_2)=\tfrac12(S+T),\qquad K^2=\tfrac12(1+ST).
\]

Since \(STS=T\) and \(STT=S\), it follows that \(K^3=\tfrac14(1+ST)(S+T)=K\).

For the densities, \(c'c=\tfrac14(2+2ia_1a_2)\), so \(c'c-\tfrac12=\tfrac i2a_1a_2\), and similarly for \(d\). Therefore

\[
W=-\tfrac14a_1a_2b_1b_2=-\tfrac14ST=\tfrac14-\tfrac12K^2.
\]

## From the square to the auxiliary field

Because \(K^3=K\), induction on \(n\) gives, for complex \(x\) and with \(0^0=1\),

\[
(xK)^n=0^n(1-K^2)+x^n\,\tfrac12(K^2+K)+(-x)^n\,\tfrac12(K^2-K).
\]

Dividing by \(n!\) and summing yields

\[
e^{xK}=1+\sinh x\,K+(\cosh x-1)K^2.
\]

The same formula applied to \(S\) gives \(e^{xS/2}=\cosh\tfrac x2+\sinh\tfrac x2\,S\), and likewise for \(T\). Multiplying the two and using the double-argument identities,

\[
e^{xS/2}e^{xT/2}=\tfrac12(\cosh x+1)+\sinh x\,K+\tfrac12(\cosh x-1)ST=e^{xK}.
\]

Now let \(g\ge0\) be the time step times the repulsion strength \(V\), and define \(l\) by \(\sinh l=\sqrt{e^g-1}\), so that \(\cosh l=e^{g/2}\). In the sum over \(\pm l\) the odd terms cancel:

\[
\begin{aligned}
\tfrac12e^{-g/4}\left(e^{lK}+e^{-lK}\right)
&=e^{-g/4}\left[1+(e^{g/2}-1)\tfrac12(1+ST)\right]\\
&=\cosh\tfrac g4+\sinh\tfrac g4\,ST\\
&=e^{gST/4}=e^{-gW}.
\end{aligned}
\]

Each \(e^{\pm lK}\) is the product \(e^{\pm lS/2}e^{\pm lT/2}\), with one factor per species.

As a numerical instance, take \(g=2\ln2\). Then \(\cosh l=2\), \(\sinh l=\sqrt3\), \(l\approx1.317\) and \(e^{-g/4}=1/\sqrt2\). With one particle on the bond, \(W=-\tfrac14\) and \(K^2=1\), and both sides equal \(\sqrt2\). With the bond empty or full, \(W=\tfrac14\) and \(K=0\), and both sides equal \(1/\sqrt2\).

## What the Lean statement says

`IsMajoranaQuartet` lists the four squares and six anticommutation relations in a complex algebra `A`. `annihilator` and `creator` build the modes, `bondOp` is \(K\), `interaction` is \(W\), and `speciesBond` gives \(S\) and \(T\). No adjoint is assumed: \(c'\) is defined by its formula, and it is the adjoint of \(c\) when the Majorana operators are represented by Hermitian matrices.

For the exponentials, `A` also carries a Hausdorff topology in which the algebra operations are continuous. Neither finite dimension nor completeness is required. `opExp` is the power series, and `fieldStrength g` is \(l\).

The final identity, `tV_decoupling`, says that for every real \(g\ge0\) the factor \(e^{-gW}\) equals \(\tfrac12e^{-g/4}\) times the sum of the two species-separated products. The condition on \(g\) stands for repulsion, and it keeps the field real.

In auxiliary-field Monte Carlo for spinless fermions, this identity can be used to replace the interaction factor of a single bond by a sum of exponentials whose exponents are quadratic in the Majorana operators. It says nothing about the hopping. In the modes used here the ordinary hopping term \(c'd+d'c=\tfrac i2(a_1b_2-a_2b_1)\) mixes the two species; it turns into \(K\) after the change of phase \(d\to id\), \(d'\to-id'\), which leaves \(W\) unchanged. The absence of a sign problem is a further matter: it concerns the trace of a whole product over bonds and time slices, together with the hopping, and neither that trace nor the time-step error is treated here.

```lean
import Mathlib

open Complex

namespace MajoranaBondDecoupling

noncomputable section

/-- Two pairs of Majorana operators, `a1, a2` on one site and `b1, b2` on another:
each squares to one and different ones anticommute. -/
structure IsMajoranaQuartet {A : Type*} [Ring A] (a1 a2 b1 b2 : A) : Prop where
  a1_sq : a1 * a1 = 1
  a2_sq : a2 * a2 = 1
  b1_sq : b1 * b1 = 1
  b2_sq : b2 * b2 = 1
  a2a1 : a2 * a1 = -(a1 * a2)
  b2b1 : b2 * b1 = -(b1 * b2)
  b1a1 : b1 * a1 = -(a1 * b1)
  b2a1 : b2 * a1 = -(a1 * b2)
  b1a2 : b1 * a2 = -(a2 * b1)
  b2a2 : b2 * a2 = -(a2 * b2)

variable {A : Type*} [Ring A] [Algebra ℂ A]

/-- The fermion annihilator `(x + i y)/2` built from two Majorana operators. -/
def annihilator (x y : A) : A := (1 / 2 : ℂ) • (x + I • y)

/-- The fermion creator `(x - i y)/2` built from two Majorana operators. -/
def creator (x y : A) : A := (1 / 2 : ℂ) • (x - I • y)

/-- The bond operator `K = i (c'd - d'c)`. -/
def bondOp (a1 a2 b1 b2 : A) : A :=
  I • (creator a1 a2 * annihilator b1 b2 - creator b1 b2 * annihilator a1 a2)

/-- The density interaction `(c'c - 1/2)(d'd - 1/2)` of the two sites. -/
def interaction (a1 a2 b1 b2 : A) : A :=
  (creator a1 a2 * annihilator a1 a2 - (1 / 2 : ℂ) • (1 : A)) *
    (creator b1 b2 * annihilator b1 b2 - (1 / 2 : ℂ) • (1 : A))

/-- The bond operator `i x y` of a single Majorana species. -/
def speciesBond (x y : A) : A := I • (x * y)

/-- The operator exponential, as the sum of its power series. -/
def opExp [TopologicalSpace A] (X : A) : A :=
  ∑' n : ℕ, ((n.factorial : ℂ)⁻¹) • X ^ n

/-- The strength `l` of the auxiliary field for a coupling `g ≥ 0` (time step times repulsion),
given by `sinh l = √(exp g - 1)`. -/
def fieldStrength (g : ℝ) : ℝ := Real.arsinh (√(Real.exp g - 1))

/-- The occupation number measured from half filling is `(i/2) x y`. -/
theorem number_sub_half {x y : A} (hx : x * x = 1) (hy : y * y = 1)
    (hyx : y * x = -(x * y)) :
    creator x y * annihilator x y - (1 / 2 : ℂ) • (1 : A) = (I / 2) • (x * y) := by
  simp only [creator, annihilator, smul_mul_assoc, mul_smul_comm, mul_add, sub_mul, hx, hy, hyx]
  linear_combination (norm := module) (-(1 / 4 : ℂ) * I_mul_I) • (1 : A)

/-- The bond operators of the two Majorana species square to one and commute, and their
product is `a1 a2 b1 b2`. -/
theorem speciesBond_algebra {a1 a2 b1 b2 : A} (h : IsMajoranaQuartet a1 a2 b1 b2) :
    speciesBond a1 b1 * speciesBond a1 b1 = 1 ∧
    speciesBond a2 b2 * speciesBond a2 b2 = 1 ∧
    speciesBond a1 b1 * speciesBond a2 b2 = speciesBond a2 b2 * speciesBond a1 b1 ∧
    speciesBond a1 b1 * speciesBond a2 b2 = a1 * a2 * (b1 * b2) := by
  have sq : ∀ a b : A, a * a = 1 → b * b = 1 → b * a = -(a * b) →
      a * b * (a * b) = -1 := by
    intro a b ha hb hba
    calc a * b * (a * b) = a * (b * a) * b := by noncomm_ring
      _ = -(a * a * (b * b)) := by rw [hba]; noncomm_ring
      _ = -1 := by rw [ha, hb, one_mul]
  have e1 : a1 * b1 * (a2 * b2) = -(a1 * a2 * (b1 * b2)) := by
    calc a1 * b1 * (a2 * b2) = a1 * (b1 * a2) * b2 := by noncomm_ring
      _ = -(a1 * a2 * (b1 * b2)) := by rw [h.b1a2]; noncomm_ring
  have e2 : a2 * b2 * (a1 * b1) = -(a1 * a2 * (b1 * b2)) := by
    calc a2 * b2 * (a1 * b1) = a2 * (b2 * a1) * b1 := by noncomm_ring
      _ = -(a2 * a1 * (b2 * b1)) := by rw [h.b2a1]; noncomm_ring
      _ = -(a1 * a2 * (b1 * b2)) := by rw [h.a2a1, h.b2b1]; noncomm_ring
  simp only [speciesBond, smul_mul_smul_comm, I_mul_I, sq a1 b1 h.a1_sq h.b1_sq h.b1a1,
    sq a2 b2 h.a2_sq h.b2_sq h.b2a2, e1, e2, neg_smul, one_smul, neg_neg, and_self]

/-- The bond operator is half the sum of the two species' bond operators:
`K = (i/2)(a1 b1 + a2 b2)`. -/
theorem bondOp_eq {a1 a2 b1 b2 : A} (h : IsMajoranaQuartet a1 a2 b1 b2) :
    bondOp a1 a2 b1 b2 = (1 / 2 : ℂ) • (speciesBond a1 b1 + speciesBond a2 b2) := by
  simp only [bondOp, speciesBond, creator, annihilator, smul_mul_assoc, mul_smul_comm,
    mul_add, sub_mul, h.b1a1, h.b2a1, h.b1a2, h.b2a2]
  linear_combination (norm := module) (-(I / 2) * I_mul_I) • (a2 * b2)

/-- The square of the bond operator is half of one plus the product of the species' bonds. -/
theorem bondOp_sq {a1 a2 b1 b2 : A} (h : IsMajoranaQuartet a1 a2 b1 b2) :
    bondOp a1 a2 b1 b2 * bondOp a1 a2 b1 b2 =
      (1 / 2 : ℂ) • (1 + speciesBond a1 b1 * speciesBond a2 b2) := by
  obtain ⟨hS, hT, hc, -⟩ := speciesBond_algebra h
  rw [bondOp_eq h]
  simp only [smul_mul_assoc, mul_smul_comm, mul_add, add_mul, hS, hT, ← hc]
  module

/-- The bond operator satisfies `K³ = K`. -/
theorem bondOp_cube {a1 a2 b1 b2 : A} (h : IsMajoranaQuartet a1 a2 b1 b2) :
    bondOp a1 a2 b1 b2 * bondOp a1 a2 b1 b2 * bondOp a1 a2 b1 b2 = bondOp a1 a2 b1 b2 := by
  obtain ⟨hS, hT, hc, -⟩ := speciesBond_algebra h
  have h1 : speciesBond a1 b1 * speciesBond a2 b2 * speciesBond a1 b1 = speciesBond a2 b2 := by
    rw [hc, mul_assoc, hS, mul_one]
  have h2 : speciesBond a1 b1 * speciesBond a2 b2 * speciesBond a2 b2 = speciesBond a1 b1 := by
    rw [mul_assoc, hT, mul_one]
  rw [bondOp_sq h, bondOp_eq h]
  simp only [smul_mul_assoc, mul_smul_comm, mul_add, add_mul, one_mul, h1, h2]
  module

/-- The density interaction is a perfect square up to a constant:
`(c'c - 1/2)(d'd - 1/2) = 1/4 - K²/2`. -/
theorem interaction_eq {a1 a2 b1 b2 : A} (h : IsMajoranaQuartet a1 a2 b1 b2) :
    interaction a1 a2 b1 b2 =
      (1 / 4 : ℂ) • (1 : A) - (1 / 2 : ℂ) • (bondOp a1 a2 b1 b2 * bondOp a1 a2 b1 b2) := by
  rw [interaction, number_sub_half h.a1_sq h.a2_sq h.a2a1,
    number_sub_half h.b1_sq h.b2_sq h.b2b1, bondOp_sq h, (speciesBond_algebra h).2.2.2]
  simp only [smul_mul_assoc, mul_smul_comm]
  linear_combination (norm := module) ((1 / 4 : ℂ) * I_mul_I) • (a1 * a2 * (b1 * b2))

variable [TopologicalSpace A] [IsTopologicalRing A] [ContinuousSMul ℂ A] [T2Space A]

/-- If `K³ = K`, then `exp(x K) = 1 + sinh x K + (cosh x - 1) K²`. -/
theorem opExp_of_cube {K : A} (h : K * K * K = K) (x : ℂ) :
    opExp (x • K) = 1 + sinh x • K + (cosh x - 1) • (K * K) := by
  -- powers split over the three spectral parts 0, x and -x
  have hp : ∀ n : ℕ, (x • K) ^ n = (0 : ℂ) ^ n • (1 - K * K)
      + x ^ n • ((1 / 2 : ℂ) • (K * K + K)) + (-x) ^ n • ((1 / 2 : ℂ) • (K * K - K)) := by
    intro n
    induction n with
    | zero => simp only [pow_zero]; module
    | succ n ih =>
      rw [pow_succ, ih]
      simp only [add_mul, sub_mul, smul_mul_assoc, mul_smul_comm, one_mul, h, pow_succ]
      module
  have e : ∀ z : ℂ, HasSum (fun n : ℕ => z ^ n / (n.factorial : ℂ)) (exp z) := by
    intro z
    rw [Complex.exp_eq_exp_ℂ]
    exact NormedSpace.expSeries_div_hasSum_exp z
  have hs := (((e 0).smul_const (1 - K * K)).add
    ((e x).smul_const ((1 / 2 : ℂ) • (K * K + K)))).add
    ((e (-x)).smul_const ((1 / 2 : ℂ) • (K * K - K)))
  have hf : (fun n : ℕ => ((n.factorial : ℂ)⁻¹) • (x • K) ^ n) = fun n : ℕ =>
      ((0 : ℂ) ^ n / (n.factorial : ℂ)) • (1 - K * K)
      + (x ^ n / (n.factorial : ℂ)) • ((1 / 2 : ℂ) • (K * K + K))
      + ((-x) ^ n / (n.factorial : ℂ)) • ((1 / 2 : ℂ) • (K * K - K)) := by
    funext n
    rw [hp n]
    module
  rw [opExp, hf]
  refine hs.tsum_eq.trans ?_
  rw [Complex.exp_zero, Complex.cosh, Complex.sinh]
  module

/-- The exponential of the bond operator is a product of one factor for each Majorana species. -/
theorem opExp_bondOp {a1 a2 b1 b2 : A} (h : IsMajoranaQuartet a1 a2 b1 b2) (x : ℂ) :
    opExp (x • bondOp a1 a2 b1 b2) =
      opExp ((x / 2) • speciesBond a1 b1) * opExp ((x / 2) • speciesBond a2 b2) := by
  obtain ⟨hS, hT, -, -⟩ := speciesBond_algebra h
  obtain ⟨y, rfl⟩ : ∃ y, x = 2 * y := ⟨x / 2, by ring⟩
  have hy : 2 * y / 2 = y := by ring
  rw [hy, opExp_of_cube (bondOp_cube h), opExp_of_cube (by rw [hS, one_mul]),
    opExp_of_cube (by rw [hT, one_mul]), hS, hT, bondOp_sq h, bondOp_eq h,
    Complex.cosh_two_mul, Complex.sinh_two_mul]
  simp only [smul_mul_assoc, mul_smul_comm, mul_add, add_mul, one_mul, mul_one]
  linear_combination (norm := module) ((1 / 2 : ℂ) * Complex.cosh_sq y) •
    (speciesBond a1 b1 * speciesBond a2 b2 - 1)

/-- For a repulsive coupling `g ≥ 0`, the Boltzmann factor of the density interaction is exactly
a positive multiple of a sum over a two-valued auxiliary field `±l`, and each term is a product
of one exponential for each Majorana species. -/
theorem tV_decoupling {a1 a2 b1 b2 : A} (h : IsMajoranaQuartet a1 a2 b1 b2)
    {g : ℝ} (hg : 0 ≤ g) :
    opExp ((-(g : ℂ)) • interaction a1 a2 b1 b2) = (exp (-((g : ℂ) / 4)) / 2) •
      (opExp (((fieldStrength g : ℂ) / 2) • speciesBond a1 b1) *
          opExp (((fieldStrength g : ℂ) / 2) • speciesBond a2 b2) +
        opExp ((-(fieldStrength g : ℂ) / 2) • speciesBond a1 b1) *
          opExp ((-(fieldStrength g : ℂ) / 2) • speciesBond a2 b2)) := by
  obtain ⟨hS, hT, hc, -⟩ := speciesBond_algebra h
  -- the field strength solves cosh l = exp (g/2)
  have hr : Real.cosh (fieldStrength g) = Real.exp (g / 2) := by
    have h0 : 0 ≤ Real.exp g - 1 := by linarith [Real.add_one_le_exp g]
    rw [fieldStrength, Real.cosh_arsinh, Real.sq_sqrt h0, Real.exp_half]
    congr 1
    ring
  have hl : cosh (fieldStrength g : ℂ) = exp ((g : ℂ) / 4) * exp ((g : ℂ) / 4) := by
    rw [← Complex.ofReal_cosh, hr, Complex.ofReal_exp, ← Complex.exp_add]
    congr 1
    push_cast
    ring
  have hE : exp ((g : ℂ) / 4) * exp (-((g : ℂ) / 4)) = 1 := by
    rw [← Complex.exp_add, add_neg_cancel, Complex.exp_zero]
  -- the interaction is itself proportional to an involution
  have hW : (-(g : ℂ)) • interaction a1 a2 b1 b2 =
      ((g : ℂ) / 4) • (speciesBond a1 b1 * speciesBond a2 b2) := by
    rw [interaction_eq h, bondOp_sq h]
    module
  have hST : speciesBond a1 b1 * speciesBond a2 b2 *
      (speciesBond a1 b1 * speciesBond a2 b2) = 1 := by
    calc _ = speciesBond a1 b1 * speciesBond a2 b2 *
          (speciesBond a2 b2 * speciesBond a1 b1) := by rw [← hc]
      _ = speciesBond a1 b1 * (speciesBond a2 b2 * speciesBond a2 b2) *
          speciesBond a1 b1 := by noncomm_ring
      _ = 1 := by rw [hT, mul_one, hS]
  rw [← opExp_bondOp h, ← opExp_bondOp h, hW, opExp_of_cube (by rw [hST, one_mul]), hST,
    opExp_of_cube (bondOp_cube h), opExp_of_cube (bondOp_cube h), bondOp_sq h,
    Complex.cosh_neg, Complex.sinh_neg, hl, Complex.cosh, Complex.sinh]
  linear_combination (norm := module) (-(exp ((g : ℂ) / 4) / 2) * hE) •
    (1 + speciesBond a1 b1 * speciesBond a2 b2)

/-- Four explicit 4 by 4 matrices satisfy the Majorana relations. -/
theorem isMajoranaQuartet_witness :
    IsMajoranaQuartet (A := Matrix (Fin 4) (Fin 4) ℂ)
      !![0, 0, 1, 0; 0, 0, 0, 1; 1, 0, 0, 0; 0, 1, 0, 0]
      !![0, 0, -I, 0; 0, 0, 0, -I; I, 0, 0, 0; 0, I, 0, 0]
      !![0, 1, 0, 0; 1, 0, 0, 0; 0, 0, 0, -1; 0, 0, -1, 0]
      !![0, -I, 0, 0; I, 0, 0, 0; 0, 0, 0, I; 0, 0, -I, 0] := by
  constructor <;> ext i j <;> fin_cases i <;> fin_cases j <;>
    simp [Matrix.mul_apply, Fin.sum_univ_four]

end

end MajoranaBondDecoupling
```

```lean
#print axioms MajoranaBondDecoupling.tV_decoupling
```

```
'MajoranaBondDecoupling.tV_decoupling' depends on axioms: [propext, Classical.choice, Quot.sound]
```

## How the proof follows the algebra

`speciesBond_algebra` performs the reorderings that give \(S^2=T^2=1\) and \(ST=TS=a_1a_2b_1b_2\). `bondOp_eq`, `bondOp_sq` and `bondOp_cube` then establish the formulas for \(K\), \(K^2\) and \(K^3\). `number_sub_half` rewrites each density, and `interaction_eq` combines the two into \(W=\tfrac14-\tfrac12K^2\). In `speciesBond_algebra` the products are reordered by rewriting with the anticommutation relations, and `simp only` supplies \(i^2=-1\). In the other lemmas `simp only` expands the products, `module` compares complex coefficients, and `linear_combination` supplies \(i^2=-1\) where it is needed.

In `opExp_of_cube`, `hp` is the induction for \((xK)^n\). The three scalar exponential series, each multiplied by a fixed operator, are added in `hs`. This proves convergence as well as the value, so the infinite sum in `opExp` is a genuine limit for the operators used.

`opExp_bondOp` writes \(x=2y\) and applies the double-argument identities. In `tV_decoupling`, `hr` and `hl` establish \(\cosh l=e^{g/2}\), `hW` rewrites \(-gW\) as \(\tfrac g4ST\), and `hST` shows that \(ST\) squares to one. The species products are turned back into \(e^{\pm lK}\), and the last `linear_combination` uses \(e^{g/4}e^{-g/4}=1\) to match the coefficients.

Finally, `isMajoranaQuartet_witness` checks the relations entry by entry for four explicit matrices on the four-dimensional space of two fermion modes, so the hypotheses have a concrete physical realisation.
